# $\sum_{k=0}^{n}\binom{n}{k}(2k-1)!!\,(2n-2k-1)!!=2^n\,n!$, from two evaluations of a planar Gaussian moment

**Q:** I am normalising the planar orbital $(x+iy)^n e^{-a(x^2+y^2)/2}$ with the one-dimensional Gaussian integrals I already have. Its squared modulus is $(x^2+y^2)^n e^{-a(x^2+y^2)}$. I expand the power, integrate each monomial, and get a sum of products of double factorials. In the last step I replace that sum by $2^n n!$. I am told this step has a Lean proof, but I doubt that the proof is about my integral. It could be bare arithmetic.

**A:** The final theorem is arithmetic, but its proof goes through your integral, evaluated once in Cartesian and once in polar coordinates. Both evaluations are theorems too, for every real $a>0$ and every natural $n$. For your orbital, with its one centre and one exponent, they give the normalisation constant $\sqrt{a^{n+1}/(\pi\,n!)}$. If you write the orbital's exponential as $e^{-\alpha(x^2+y^2)}$, then $a=2\alpha$.

**Q:** Show me the calculation without Lean first.

**A:** Take $a>0$ and define the line and planar moments

$$I_m=\int_{-\infty}^{\infty}x^m e^{-ax^2}\,dx,\qquad P_n=\int_{\mathbb R^2}(x^2+y^2)^n e^{-a(x^2+y^2)}\,dx\,dy .$$

Start on the line. The product rule gives

$$\frac{d}{dx}\left(x^{m+1}e^{-ax^2}\right)=(m+1)x^m e^{-ax^2}-2a\,x^{m+2}e^{-ax^2}.$$

The function in the bracket vanishes at both ends, so the integral of the left side is zero and

$$2a\,I_{m+2}=(m+1)\,I_m .$$

With $m=2k$ this reads $I_{2k+2}=\frac{2k+1}{2a}I_{2k}$. Starting from $I_0=\sqrt{\pi/a}$ and $(-1)!!=1$, each step supplies the next odd factor:

$$I_{2k}=\frac{(2k-1)!!}{(2a)^k}\sqrt{\frac{\pi}{a}} .$$

Now expand $(x^2+y^2)^n$ by the binomial theorem. The exponential factorises, so each term is a product of two line moments. Writing $S_n$ for the sum in the title,

$$P_n=\sum_{k=0}^n\binom nk I_{2k}\,I_{2(n-k)}=\frac{\pi}{a\,(2a)^n}\,S_n .$$

In polar coordinates the angle contributes $2\pi$ and the area element contributes a factor $r$. With $t=ar^2$,

$$P_n=2\pi\int_0^\infty r^{2n+1}e^{-ar^2}\,dr=\frac{\pi}{a^{n+1}}\int_0^\infty t^n e^{-t}\,dt=\frac{\pi\,n!}{a^{n+1}} .$$

The last integral is $n!$ because it equals $1$ at $n=0$, and for $n\ge 1$ integration by parts turns it into $n$ times the same integral with power $n-1$. Equating the two results gives $\pi S_n/(2^n a^{n+1})=\pi\,n!/a^{n+1}$, hence $S_n=2^n n!$.

**Q:** Fine. Now the definitions, because that is where a formal statement can drift away from the physics. What is the double factorial here?

```lean
import Mathlib

open MeasureTheory Real

namespace GaussianDoubleFactorial

/-- The odd double factorial `(2k-1)!!`, with the convention `(-1)!! = 1` at `k = 0`. -/
def oddDF : ℕ → ℕ
  | 0 => 1
  | k + 1 => (2 * k + 1) * oddDF k
```

**A:** `oddDF k` is $(2k-1)!!$, so the argument is the index $k$ and not the odd number itself. The value at `0` is the convention $(-1)!!=1$, which stands for the bare Gaussian with no power of $x$ in front. Each further step multiplies by $2k+1$, just as the recurrence for the moments does.

**Q:** And the moments?

```lean
/-- The moment of `x^m` in the Gaussian `exp(-a x²)` on the line, for `a > 0`. -/
noncomputable def lineMoment (a : ℝ) (m : ℕ) : ℝ :=
  ∫ x : ℝ, x ^ m * exp (-a * x ^ 2)
```

**A:** `lineMoment a m` is $I_m$, an integral over the whole real line with Lebesgue measure.

```lean
/-- The moment of `(x² + y²)^n` in the planar Gaussian `exp(-a (x² + y²))`, for `a > 0`. -/
noncomputable def planarMoment (a : ℝ) (n : ℕ) : ℝ :=
  ∫ p : ℝ × ℝ, (p.1 ^ 2 + p.2 ^ 2) ^ n * exp (-a * (p.1 ^ 2 + p.2 ^ 2))
```

`planarMoment a n` is $P_n$. The point `p` has coordinates `p.1` for $x$ and `p.2` for $y$, and the integral is taken over the plane with its area measure. The definition is written in Cartesian coordinates, but neither the binomial sum nor the polar closed form is built into it; both evaluations are proved below.

Note that `a` is the exponent of the density, not of the orbital. The complex orbital itself does not appear; what Lean handles is the integral of its squared modulus.

**Q:** Then read me the final statement.

**A:** It is `sum_choose_mul_oddDF`. For every natural number `n`, the sum over `k` in `Finset.range (n + 1)`, that is $k=0,\dots,n$, of `n.choose k * (oddDF k * oddDF (n - k))` equals `2 ^ n * n.factorial`. Since $k\le n$ throughout, `n - k` is the ordinary difference, and `oddDF (n - k)` is $(2n-2k-1)!!$. Both sides are natural numbers, so the equality is exact. At $n=0$ it says $1=1$, and at $n=1$ it says $1+1=2$.

The theorems deal with one exponent, one centre and two dimensions. Contracted functions and overlaps between different centres are not treated.

**Q:** You defined your own double factorial. How do I know it is the usual one?

```lean
/-- The recursive definition agrees with the usual double factorial of the odd number `2k+1`. -/
theorem oddDF_succ_eq_doubleFactorial (k : ℕ) :
    oddDF (k + 1) = Nat.doubleFactorial (2 * k + 1) := by
  induction k with
  | zero => rfl
  | succ k ih =>
    have e : 2 * (k + 1) + 1 = (2 * k + 1) + 2 := by ring
    rw [oddDF, ih, e, Nat.doubleFactorial_add_two]
```

**A:** This lemma identifies `oddDF (k + 1)` with Mathlib's double factorial of $2k+1$. The proof is an induction on `k` that uses $(m+2)!!=(m+2)\,m!!$. The later proofs do not need it; it is there to answer your question.

**Q:** In your derivation you integrated term by term and dropped boundary values. Where is that justified?

```lean
/-- Every monomial times a Gaussian of positive exponent is integrable on the line. -/
theorem integrable_monomial {a : ℝ} (ha : 0 < a) (m : ℕ) :
    Integrable (fun x : ℝ => x ^ m * exp (-a * x ^ 2)) := by
  have hm : (-1 : ℝ) < (m : ℝ) := by
    have : (0 : ℝ) ≤ m := Nat.cast_nonneg m
    linarith
  have h := integrable_rpow_mul_exp_neg_mul_sq ha hm
  simpa only [Real.rpow_natCast] using h
```

**A:** Integrability comes first. Mathlib knows that $x^s e^{-ax^2}$ is integrable for real $s>-1$ and $a>0$, and the lemma specialises this to natural powers. The recurrence follows.

```lean
/-- The recurrence that raises the power of `x` in a Gaussian moment by two. -/
theorem lineMoment_recurrence {a : ℝ} (ha : 0 < a) (m : ℕ) :
    2 * a * lineMoment a (m + 2) = ((m : ℝ) + 1) * lineMoment a m := by
  have hd : ∀ x : ℝ, HasDerivAt (fun y : ℝ => y ^ (m + 1) * exp (-a * y ^ 2))
      (((m : ℝ) + 1) * (x ^ m * exp (-a * x ^ 2))
        - 2 * a * (x ^ (m + 2) * exp (-a * x ^ 2))) x := by
    intro x
    have h3 : HasDerivAt (fun y : ℝ => -a * y ^ 2) (-a * (2 * x)) x :=
      ((hasDerivAt_pow 2 x).const_mul (-a)).congr_deriv (by norm_num)
    refine ((hasDerivAt_pow (m + 1) x).fun_mul h3.exp).congr_deriv ?_
    simp only [Nat.add_sub_cancel]
    push_cast
    ring
  have i1 : Integrable (fun x : ℝ => ((m : ℝ) + 1) * (x ^ m * exp (-a * x ^ 2))) :=
    (integrable_monomial ha m).const_mul _
  have i2 : Integrable (fun x : ℝ => 2 * a * (x ^ (m + 2) * exp (-a * x ^ 2))) :=
    (integrable_monomial ha (m + 2)).const_mul _
  -- the integral of a total derivative vanishes
  have h0 := integral_eq_zero_of_hasDerivAt_of_integrable hd (i1.sub i2)
    (integrable_monomial ha (m + 1))
  rw [integral_sub i1 i2, integral_const_mul, integral_const_mul] at h0
  unfold lineMoment
  linarith
```

`hd` is the product-rule derivative. `i1` and `i2` say that its two terms are integrable. The boundary argument is replaced by a theorem of Mathlib: if a function and its derivative are both integrable on the line, the integral of the derivative is zero. Splitting that integral into its two terms and rearranging gives $2a\,I_{m+2}=(m+1)I_m$.

**Q:** So the closed form is an induction?

```lean
/-- The even Gaussian moments on the line are `(2k-1)!! / (2a)^k · √(π/a)`. -/
theorem lineMoment_even {a : ℝ} (ha : 0 < a) (k : ℕ) :
    lineMoment a (2 * k) = (oddDF k : ℝ) / (2 * a) ^ k * √(π / a) := by
  induction k with
  | zero =>
    simp only [lineMoment, oddDF, mul_zero, pow_zero, one_mul, Nat.cast_one, div_one]
    exact integral_gaussian a
  | succ k ih =>
    have h := lineMoment_recurrence ha (2 * k)
    rw [ih] at h
    push_cast at h
    have h2 : lineMoment a (2 * k + 2)
        = (2 * (k : ℝ) + 1) * ((oddDF k : ℝ) / (2 * a) ^ k * √(π / a)) / (2 * a) := by
      rw [eq_div_iff (by positivity)]
      linear_combination h
    have e : 2 * (k + 1) = 2 * k + 2 := by ring
    rw [e, h2, oddDF, pow_succ]
    push_cast
    generalize √(π / a) = s
    ring
```

**A:** Yes. The base case is the Gaussian integral $\sqrt{\pi/a}$. The inductive step takes the recurrence at $m=2k$, inserts the formula for $I_{2k}$ and divides by $2a$, which is allowed because $a$ is positive. The new factor $2k+1$ is absorbed by the definition of `oddDF`.

**Q:** Next, the step I actually perform: expanding in Cartesian monomials.

```lean
/-- Cartesian evaluation: the planar moment is a binomial sum of products of line moments. -/
theorem planarMoment_cartesian {a : ℝ} (ha : 0 < a) (n : ℕ) :
    planarMoment a n = ∑ k ∈ Finset.range (n + 1),
      (n.choose k : ℝ) * (lineMoment a (2 * k) * lineMoment a (2 * (n - k))) := by
  have hpt : ∀ p : ℝ × ℝ, (p.1 ^ 2 + p.2 ^ 2) ^ n * exp (-a * (p.1 ^ 2 + p.2 ^ 2))
      = ∑ k ∈ Finset.range (n + 1), (n.choose k : ℝ) *
        ((p.1 ^ (2 * k) * exp (-a * p.1 ^ 2)) *
          (p.2 ^ (2 * (n - k)) * exp (-a * p.2 ^ 2))) := by
    intro p
    have he : -a * (p.1 ^ 2 + p.2 ^ 2) = -a * p.1 ^ 2 + -a * p.2 ^ 2 := by ring
    rw [he, Real.exp_add, add_pow, Finset.sum_mul]
    refine Finset.sum_congr rfl fun k _ => ?_
    rw [pow_mul p.1 2 k, pow_mul p.2 2 (n - k)]
    ring
  simp only [planarMoment, hpt]
  rw [MeasureTheory.integral_finsetSum]
  · refine Finset.sum_congr rfl fun k _ => ?_
    rw [integral_const_mul]
    congr 1
    -- each product integral factorises
    exact integral_prod_mul (fun x : ℝ => x ^ (2 * k) * exp (-a * x ^ 2))
      (fun y : ℝ => y ^ (2 * (n - k)) * exp (-a * y ^ 2))
  · intro k _
    exact ((integrable_monomial ha (2 * k)).mul_prod
      (integrable_monomial ha (2 * (n - k)))).const_mul _
```

**A:** `hpt` is your expansion at a single point of the plane: it splits the exponential and applies the binomial theorem. The integral is then exchanged with the finite sum, and the last bullet supplies the integrability which that exchange requires. Finally `integral_prod_mul` turns the integral of a function of $x$ times a function of $y$ into the product of two line integrals.

**Q:** The polar side needs the radial integral. Is the substitution $t=ar^2$ carried out?

```lean
/-- The radial integral of `r^(2n+1) exp(-a r²)` over `r > 0` is `n! / (2 a^(n+1))`. -/
theorem radial_integral {a : ℝ} (ha : 0 < a) (n : ℕ) :
    ∫ r in Set.Ioi (0 : ℝ), r ^ (2 * n + 1) * exp (-a * r ^ 2)
      = (n.factorial : ℝ) / (2 * a ^ (n + 1)) := by
  have hq : (-1 : ℝ) < ((2 * n + 1 : ℕ) : ℝ) := by
    have : (0 : ℝ) ≤ ((2 * n + 1 : ℕ) : ℝ) := Nat.cast_nonneg _
    linarith
  have h := integral_rpow_mul_exp_neg_mul_rpow (p := (2 : ℝ)) (by norm_num) hq ha
  have e1 : (((2 * n + 1 : ℕ) : ℝ) + 1) / 2 = (n : ℝ) + 1 := by push_cast; ring
  have e2 : -(((2 * n + 1 : ℕ) : ℝ) + 1) / 2 = -((n + 1 : ℕ) : ℝ) := by push_cast; ring
  rw [e1, e2, Real.Gamma_nat_eq_factorial, Real.rpow_neg ha.le] at h
  simp only [Real.rpow_natCast, Real.rpow_two] at h
  rw [h]
  ring
```

**A:** Not explicitly. Mathlib has a general formula for the integral of a power times $e^{-a r^p}$ over $r>0$, expressed through the Gamma function. Here $p=2$ and the power is $2n+1$, so the Gamma function is taken at $n+1$, where it equals $n!$. The remaining lines tidy the exponents.

**Q:** And the factor $r$ in the area element? I would look for a mistake there.

```lean
/-- Polar evaluation: the planar moment of `(x² + y²)^n` is `π n! / a^(n+1)`. -/
theorem planarMoment_polar {a : ℝ} (ha : 0 < a) (n : ℕ) :
    planarMoment a n = π * (n.factorial : ℝ) / a ^ (n + 1) := by
  have hpt : ∀ p : ℝ × ℝ, p.1 • (((polarCoord.symm p).1 ^ 2 + (polarCoord.symm p).2 ^ 2) ^ n
      * exp (-a * ((polarCoord.symm p).1 ^ 2 + (polarCoord.symm p).2 ^ 2)))
      = (p.1 ^ (2 * n + 1) * exp (-a * p.1 ^ 2)) * 1 := by
    intro p
    have h : (polarCoord.symm p).1 ^ 2 + (polarCoord.symm p).2 ^ 2 = p.1 ^ 2 := by
      simp only [polarCoord_symm_apply]
      linear_combination p.1 ^ 2 * Real.sin_sq_add_cos_sq p.2
    rw [h, smul_eq_mul]
    ring
  have hθ : ∫ _θ in Set.Ioo (-π) π, (1 : ℝ) = 2 * π := by
    rw [← integral_Ioc_eq_integral_Ioo,
      ← intervalIntegral.integral_of_le (by linarith [Real.pi_pos]),
      intervalIntegral.integral_const, smul_eq_mul]
    ring
  rw [planarMoment, ← integral_comp_polarCoord_symm]
  simp only [hpt]
  -- the angle and the radius separate
  refine (setIntegral_prod_mul (μ := volume) (ν := volume)
    (fun r : ℝ => r ^ (2 * n + 1) * exp (-a * r ^ 2)) (fun _ : ℝ => (1 : ℝ))
    (Set.Ioi 0) (Set.Ioo (-π) π)).trans ?_
  rw [radial_integral ha n, hθ]
  ring
```

**A:** It comes from Mathlib's change of variables, `integral_comp_polarCoord_symm`, and shows up as the leading `p.1` in `hpt`; in polar coordinates `p.1` is the radius and `p.2` the angle. The same `hpt` uses $\sin^2\theta+\cos^2\theta=1$ to reduce the integrand to $r^{2n+1}e^{-ar^2}$. The angle runs over the open interval from $-\pi$ to $\pi$, and `hθ` computes its length as $2\pi$. The double integral then separates, and the radial lemma finishes the job.

**Q:** The lemmas about integrals all carry the hypothesis `0 < a`. Is it doing any work, or is it decoration?

**A:** Without it the polar formula is false. Take $a=-1$ and $n=0$. The integrand is $e^{x^2+y^2}$, whose integral over the plane diverges, while $\pi\,n!/a^{n+1}$ equals $-\pi$. Lean assigns the value $0$ to the integral of a non-integrable function, so the formal equation would read $0=-\pi$. Physically, $a>0$ says that the orbital decays and can be normalised at all.

**Q:** Yet the final theorem has no $a$ in it. Where did it go?

```lean
/-- The binomial sum of products `(2k-1)!! (2n-2k-1)!!` equals `2^n n!`. -/
theorem sum_choose_mul_oddDF (n : ℕ) :
    ∑ k ∈ Finset.range (n + 1), n.choose k * (oddDF k * oddDF (n - k))
      = 2 ^ n * n.factorial := by
  -- equate the two evaluations of the planar moment at unit exponent
  have h := (planarMoment_cartesian one_pos n).symm.trans (planarMoment_polar one_pos n)
  have ht : ∀ k ∈ Finset.range (n + 1),
      (n.choose k : ℝ) * (lineMoment 1 (2 * k) * lineMoment 1 (2 * (n - k)))
      = π / 2 ^ n * ((n.choose k : ℝ) * ((oddDF k : ℝ) * (oddDF (n - k) : ℝ))) := by
    intro k hk
    have hkn : k ≤ n := Nat.lt_succ_iff.mp (Finset.mem_range.mp hk)
    have hp : (2 : ℝ) ^ n = 2 ^ k * 2 ^ (n - k) := by
      rw [← pow_add, Nat.add_sub_of_le hkn]
    have hs : √π * √π = π := Real.mul_self_sqrt Real.pi_pos.le
    rw [lineMoment_even one_pos, lineMoment_even one_pos, hp]
    simp only [mul_one, div_one]
    linear_combination ((n.choose k : ℝ) * (oddDF k : ℝ) * (oddDF (n - k) : ℝ)
      / (2 ^ k * 2 ^ (n - k))) * hs
  have h2 : (2 : ℝ) ^ n ≠ 0 := by positivity
  rw [Finset.sum_congr rfl ht, ← Finset.mul_sum, one_pow, div_one,
    div_mul_eq_mul_div, div_eq_iff h2] at h
  have h3 : ∑ k ∈ Finset.range (n + 1),
      (n.choose k : ℝ) * ((oddDF k : ℝ) * (oddDF (n - k) : ℝ))
      = 2 ^ n * (n.factorial : ℝ) := by
    apply mul_left_cancel₀ Real.pi_ne_zero
    linear_combination h
  exact_mod_cast h3

end GaussianDoubleFactorial
```

**A:** The proof sets $a=1$. In your general calculation both sides carry the same factor $1/a^{n+1}$, so nothing is lost by this choice. The first `have` equates the Cartesian and the polar evaluation. Then `ht` rewrites each Cartesian term: the two square roots multiply to $\pi$, and the powers $2^k$ and $2^{n-k}$ combine to $2^n$, so every term has the common prefactor $\pi/2^n$. That prefactor is pulled out of the sum, the denominator is cleared and $\pi$ is cancelled. What remains is an equality of real numbers in which every quantity is a natural number, and `exact_mod_cast` carries it back to the naturals.

```lean
#print axioms GaussianDoubleFactorial.oddDF_succ_eq_doubleFactorial
#print axioms GaussianDoubleFactorial.planarMoment_cartesian
#print axioms GaussianDoubleFactorial.sum_choose_mul_oddDF
```

```
'GaussianDoubleFactorial.oddDF_succ_eq_doubleFactorial' depends on axioms: [propext]
'GaussianDoubleFactorial.planarMoment_cartesian' depends on axioms: [propext, Classical.choice, Quot.sound]
'GaussianDoubleFactorial.sum_choose_mul_oddDF' depends on axioms: [propext, Classical.choice, Quot.sound]
```

**Q:** Then for my normalisation I could skip the sum and quote the polar result.

**A:** You could: `planarMoment_polar` is the squared norm of your orbital for any $a>0$. The identity tells you that the sum you get from Cartesian monomials agrees exactly with this closed form. For $n=2$ the terms are $3$, $2$ and $3$, and they add up to $8=2^2\cdot 2!$.
